# The order-2L axial multipole of a product of two orbitals, polynomials in cos θ of degree at most L, is fixed by their coefficients of cos^L θ

Two orbitals are given as real polynomials `p` and `q` in x = cos θ, of degree at most L and not necessarily normalised. The lemma `top_multipole_mul` states that the multipole of order 2L of their product is (2L)! times the product of their coefficients of x^L, times the integral of (1 − x²)^(2L) over [−1, 1]. The multipole here is the integral against the 2L-th derivative of (x² − 1)^(2L), which is 2^(2L) (2L)! times the Legendre polynomial P_{2L}; for orbitals scaled to unit norm, the value is divided by the product of the norms of `p` and `q`. The proof bounds the degree of the product by 2L, identifies its coefficient of x^(2L) as the product of the two coefficients of x^L, and applies the earlier formula for a single density, `multipole_of_natDegree_le`.

The first attempt, which Lean rejects:

```lean
import Mathlib

open Polynomial

namespace TopMultipoleMul

noncomputable section

/-- The `n`-th axial multipole of an angular density `f`, a polynomial in `x = cos θ`: its
integral over `[-1, 1]` against the `n`-th derivative of `(x² - 1)^n`. -/
def multipole (n : ℕ) (f : ℝ[X]) : ℝ :=
  ∫ x in (-1 : ℝ)..1, f.eval x * (derivative^[n] ((X ^ 2 - 1 : ℝ[X]) ^ n)).eval x

/-- The integral of `(1 - x²)^n` over `[-1, 1]`. -/
def weight (n : ℕ) : ℝ := ∫ x in (-1 : ℝ)..1, (1 - x ^ 2) ^ n

/-- Repeated integration by parts: `k` derivatives move from `g` to `f` with a sign `(-1)^k`,
provided `g` and its derivatives of order below `k` vanish at both poles `x = ±1`. -/
theorem integral_by_parts_iterate (k : ℕ) (f g : ℝ[X])
    (hg : ∀ j < k, (derivative^[j] g).eval 1 = 0 ∧ (derivative^[j] g).eval (-1) = 0) :
    ∫ x in (-1 : ℝ)..1, f.eval x * (derivative^[k] g).eval x =
      (-1) ^ k * ∫ x in (-1 : ℝ)..1, (derivative^[k] f).eval x * g.eval x := by
  induction k generalizing f with
  | zero => simp
  | succ k ih =>
    obtain ⟨h1, h2⟩ := hg k (Nat.lt_succ_self k)
    -- one integration by parts, with vanishing boundary terms
    have step := intervalIntegral.integral_mul_deriv_eq_deriv_mul
      (a := (-1 : ℝ)) (b := 1)
      (u := fun x => f.eval x) (u' := fun x => (derivative f).eval x)
      (v := fun x => (derivative^[k] g).eval x)
      (v' := fun x => (derivative (derivative^[k] g)).eval x)
      (fun x _ => f.hasDerivAt x) (fun x _ => (derivative^[k] g).hasDerivAt x)
      ((derivative f).continuous.intervalIntegrable _ _)
      ((derivative (derivative^[k] g)).continuous.intervalIntegrable _ _)
    have ih' := ih (derivative f) (fun j hj => hg j (Nat.lt_succ_of_lt hj))
    rw [Function.iterate_succ_apply', Function.iterate_succ_apply, step, ih', h1, h2]
    ring

/-- The `n`-th multipole of `f` is the integral of the `n`-th derivative of `f` against
`(1 - x²)^n`. -/
theorem multipole_eq_integral_derivative (n : ℕ) (f : ℝ[X]) :
    multipole n f =
      ∫ x in (-1 : ℝ)..1, (derivative^[n] f).eval x * (1 - x ^ 2) ^ n := by
  unfold multipole
  -- every derivative of order below `n` keeps a factor `x² - 1`
  have hb : ∀ j < n, (derivative^[j] ((X ^ 2 - 1 : ℝ[X]) ^ n)).eval 1 = 0 ∧
      (derivative^[j] ((X ^ 2 - 1 : ℝ[X]) ^ n)).eval (-1) = 0 := by
    intro j hj
    have hz : n - j ≠ 0 := by omega
    obtain ⟨r, hr⟩ := pow_sub_dvd_iterate_derivative_pow (X ^ 2 - 1 : ℝ[X]) n j
    have e1 : (X ^ 2 - 1 : ℝ[X]).eval 1 = 0 := by norm_num
    have e2 : (X ^ 2 - 1 : ℝ[X]).eval (-1) = 0 := by norm_num
    constructor
    · rw [hr, eval_mul, eval_pow, e1, zero_pow hz, zero_mul]
    · rw [hr, eval_mul, eval_pow, e2, zero_pow hz, zero_mul]
  rw [integral_by_parts_iterate n f _ hb, ← intervalIntegral.integral_const_mul]
  apply intervalIntegral.integral_congr
  intro x _
  have hs : (1 - x ^ 2) ^ n = (-1) ^ n * (x ^ 2 - 1) ^ n := by
    rw [← mul_pow]
    congr 1
    ring
  simp only [eval_pow, eval_sub, eval_X, eval_one]
  rw [hs]
  ring

/-- For a density of degree at most `n`, the `n`-th multipole is `n!` times its coefficient
of `x^n` times the integral of `(1 - x²)^n`. -/
theorem multipole_of_natDegree_le {n : ℕ} {f : ℝ[X]} (hf : f.natDegree ≤ n) :
    multipole n f = (n.factorial : ℝ) * f.coeff n * weight n := by
  -- the `n`-th derivative is a constant
  have h : derivative^[n] f = C ((n.factorial : ℝ) * f.coeff n) := by
    ext m
    rw [coeff_iterate_derivative, coeff_C]
    rcases m with _ | m
    · simp [Nat.descFactorial_self]
    · rw [coeff_eq_zero_of_natDegree_lt (by omega)]
      simp
  rw [multipole_eq_integral_derivative, h]
  simp only [eval_C]
  exact intervalIntegral.integral_const_mul _ _

/-- The multipole of order `2L` of a product of two orbitals of degree at most `L` is `(2L)!`
times the product of their coefficients of `x^L` times the integral of `(1 - x²)^(2L)`. -/
theorem top_multipole_mul {L : ℕ} {p q : ℝ[X]} (hp : p.natDegree ≤ L)
    (hq : q.natDegree ≤ L) :
    multipole (2 * L) (p * q) =
      ((2 * L).factorial : ℝ) * (p.coeff L * q.coeff L) * weight (2 * L) := by
  have hd : (p * q).natDegree ≤ L + L := natDegree_mul_le_of_le hp hq
  have hc : (p * q).coeff (2 * L) = p.coeff L * q.coeff L := by
    rw [two_mul]
    exact coeff_mul_of_natDegree_le hp hq
  rw [multipole_of_natDegree_le (by omega), hc]

end

end TopMultipoleMul
```

The compiler's answer:

```
Main.lean:93:10: error(lean.unknownIdentifier): Unknown identifier `coeff_mul_of_natDegree_le`
```

Diagnosis. The message says that Lean finds no declaration called `coeff_mul_of_natDegree_le`. The file has `open Polynomial`, so a lemma of that name in the `Polynomial` namespace would have been found without its prefix; there is none in the Mathlib being used. The failure is thus one of name, and the mathematical step is sound.

That step is the proof of `hc`. After `rw [two_mul]` has turned `2 * L` into `L + L`, the goal is that the coefficient of `p * q` at `L + L` equals `p.coeff L * q.coeff L`. This is what `coeff_mul_add_eq_of_natDegree_le` gives: if two polynomials have degrees at most some bounds, the coefficient of their product at the sum of the bounds is the product of their coefficients at the bounds. The diff puts this name in place of the unknown one and keeps the arguments `hp` and `hq`, which supply the bound L for each factor.

After these edits no error is left:

```diff
@@ -91,5 +91,5 @@
   have hc : (p * q).coeff (2 * L) = p.coeff L * q.coeff L := by
     rw [two_mul]
-    exact coeff_mul_of_natDegree_le hp hq
+    exact coeff_mul_add_eq_of_natDegree_le hp hq
   rw [multipole_of_natDegree_le (by omega), hc]
 
```
